# For differentiable molar Gibbs energies, equal chemical potentials at two distinct compositions mean a common tangent

A binary alloy of A and B, held at fixed temperature and pressure, has separated into two phases with different mole fractions of B. Atoms of both kinds can cross the interface, so at equilibrium each component should have the same chemical potential on both sides. To find the two compositions, though, I was taught to draw one straight line touching both molar Gibbs energy curves. Why are these the same condition, and does touching the curves really give the lowest energy? I would like to see the argument made rigorous, with a machine-checked proof in Lean.

## Slopes, intercepts and the chord

Yes, the two conditions are equivalent if each curve is differentiable at its own composition and the compositions differ. The minimum-energy claim takes a further assumption, and convexity of both curves is enough.

Let nA and nB be the amounts in one phase, N = nA + nB, and x = nB/N. With molar Gibbs energy G(x), the phase has energy N G(x). Since ∂x/∂nA = −x/N and ∂x/∂nB = (1 − x)/N, the chemical potentials are

muA = ∂(N G)/∂nA = G − x G′

muB = ∂(N G)/∂nB = G + (1 − x) G′

Subtracting gives muB − muA = G′. Now let phase 1 have curve G1 and slope g1 at xa, and phase 2 curve G2 and slope g2 at xb. If both potentials agree, so do their differences, hence g1 = g2 = g. Equality of muA then reads

G1(xa) − xa g = G2(xb) − xb g

g (xb − xa) = G2(xb) − G1(xa)

Dividing by xb − xa ≠ 0 makes g the slope of the chord. Conversely, if both slopes equal the chord slope, multiplying back gives equal muA, and adding g to both sides gives equal muB.

The geometry follows from the line with height muA at pure A and muB at pure B:

(1 − y) muA + y muB = muA + y G′(x) = G(x) + G′(x) (y − x)

This is the tangent at x. Equal potentials therefore mean equal intercepts at y = 0 and y = 1, which means one shared tangent.

Equilibrium supplies the equal potentials. Move an amount s of A from phase 1 to phase 2: the total energy changes at the rate −muA(phase 1) + muA(phase 2), which must vanish at a minimum at s = 0. The same holds for B.

For the converse direction, suppose both curves are convex, and call the common tangent L. Then L lies below both curves. Let f be the fraction of material in phase 2, with phase compositions y1 and y2, and let f0 be the fraction when the compositions are xa and xb. If the overall composition is the same,

(1 − f) G1(y1) + f G2(y2) ≥ (1 − f) L(y1) + f L(y2)

= (1 − f0) L(xa) + f0 L(xb)

= (1 − f0) G1(xa) + f0 G2(xb)

The first equality holds because L is straight, the second because L touches the curves at xa and xb.

Finally, if G(1 − y) = G(y), the slope at 1 − x is minus the slope g at x. When both phases lie on this one curve, at compositions x and 1 − x, equal potentials require g = −g, so g = 0, and this suffices because the two heights are equal. For the regular solution, with G measured relative to the unmixed pure components,

G(x) = Ω x(1 − x) + RT [x ln x + (1 − x) ln(1 − x)]

G′(x) = Ω(1 − 2x) + RT ln(x/(1 − x))

so the condition is RT ln(x/(1 − x)) = Ω(2x − 1). Here Ω measures the energetic preference between like and unlike neighbours, and RT is the thermal energy per mole.

```lean
import Mathlib

open Set

namespace CommonTangent

noncomputable section

/-- Chemical potential of component A in a phase with molar Gibbs energy `G` at mole
fraction `x` of B: `G - x G'`. -/
def muA (G : ℝ → ℝ) (x : ℝ) : ℝ := G x - x * deriv G x

/-- Chemical potential of component B in a phase with molar Gibbs energy `G` at mole
fraction `x` of B: `G + (1 - x) G'`. -/
def muB (G : ℝ → ℝ) (x : ℝ) : ℝ := G x + (1 - x) * deriv G x

/-- Gibbs energy of `nA` moles of A and `nB` moles of B in a phase with molar Gibbs
energy `G`. -/
def totalGibbs (G : ℝ → ℝ) (nA nB : ℝ) : ℝ := (nA + nB) * G (nB / (nA + nB))

/-- Both chemical potentials agree between phase 1 at composition `xa` and phase 2 at
composition `xb`. -/
def EqualPotentials (G1 G2 : ℝ → ℝ) (xa xb : ℝ) : Prop :=
  muA G1 xa = muA G2 xb ∧ muB G1 xa = muB G2 xb

/-- Molar Gibbs energy of mixing of a regular solution with interaction parameter `Ω` and
thermal energy `RT`. -/
def regularSolution (Ω RT x : ℝ) : ℝ :=
  Ω * (x * (1 - x)) + RT * (x * Real.log x + (1 - x) * Real.log (1 - x))

/-- A model phase: a parabola centred at composition `c` plus a linear term of slope one. -/
def wellPhase (c x : ℝ) : ℝ := (x - c) ^ 2 + x

/-- When the amounts of A and B change at rates `a'` and `b'`, the Gibbs energy of the phase
changes at the rate `muA a' + muB b'`. -/
theorem hasDerivAt_totalGibbs {G a b : ℝ → ℝ} {a' b' t : ℝ}
    (ha : HasDerivAt a a' t) (hb : HasDerivAt b b' t) (hn : a t + b t ≠ 0)
    (hG : DifferentiableAt ℝ G (b t / (a t + b t))) :
    HasDerivAt (fun s => totalGibbs G (a s) (b s))
      (muA G (b t / (a t + b t)) * a' + muB G (b t / (a t + b t)) * b') t := by
  have h1 : HasDerivAt (fun s => a s + b s) (a' + b') t := ha.fun_add hb
  -- rate of change of the mole fraction
  have h2 : HasDerivAt (fun s => b s / (a s + b s))
      ((b' * (a t + b t) - b t * (a' + b')) / (a t + b t) ^ 2) t := hb.fun_div h1 hn
  have h3 : HasDerivAt (G ∘ fun s => b s / (a s + b s))
      (deriv G (b t / (a t + b t)) *
        ((b' * (a t + b t) - b t * (a' + b')) / (a t + b t) ^ 2)) t :=
    HasDerivAt.comp t hG.hasDerivAt h2
  have h4 : HasDerivAt (fun s => G (b s / (a s + b s)))
      (deriv G (b t / (a t + b t)) *
        ((b' * (a t + b t) - b t * (a' + b')) / (a t + b t) ^ 2)) t := h3
  -- collect the coefficients of a' and b'
  have key : ∀ g d N B : ℝ, N ≠ 0 →
      (a' + b') * g + N * (d * ((b' * N - B * (a' + b')) / N ^ 2)) =
        (g - B / N * d) * a' + (g + (1 - B / N) * d) * b' := by
    intro g d N B hN
    field_simp
    ring
  exact (h1.fun_mul h4).congr_deriv
    (key (G (b t / (a t + b t))) (deriv G (b t / (a t + b t))) (a t + b t) (b t) hn)

/-- The straight line with value `muA` at pure A and `muB` at pure B is the tangent to `G`
at `x`. -/
theorem potentials_line_eq_tangent {G : ℝ → ℝ} {g x : ℝ} (h : HasDerivAt G g x) (y : ℝ) :
    (1 - y) * muA G x + y * muB G x = G x + g * (y - x) := by
  unfold muA muB
  rw [h.deriv]
  ring

/-- Common tangent construction: at distinct compositions both chemical potentials agree
exactly when the two slopes are equal to each other and to the slope of the chord. -/
theorem equalPotentials_iff_common_tangent {G1 G2 : ℝ → ℝ} {g1 g2 xa xb : ℝ}
    (h1 : HasDerivAt G1 g1 xa) (h2 : HasDerivAt G2 g2 xb) (hne : xa ≠ xb) :
    EqualPotentials G1 G2 xa xb ↔ g1 = g2 ∧ g2 = (G2 xb - G1 xa) / (xb - xa) := by
  have hd : xb - xa ≠ 0 := sub_ne_zero.mpr hne.symm
  unfold EqualPotentials muA muB
  rw [h1.deriv, h2.deriv]
  constructor
  · rintro ⟨hA, hB⟩
    -- muB - muA is the slope in each phase
    have hg : g1 = g2 := by linear_combination hB - hA
    refine ⟨hg, ?_⟩
    rw [eq_div_iff hd]
    linear_combination hA + xa * hg
  · rintro ⟨hg, hs⟩
    rw [eq_div_iff hd] at hs
    constructor
    · linear_combination hs - xa * hg
    · linear_combination hs + (1 - xa) * hg

/-- Both chemical potentials agree exactly when the tangent to `G1` at `xa` and the tangent
to `G2` at `xb` are the same line. -/
theorem equalPotentials_iff_same_line {G1 G2 : ℝ → ℝ} {g1 g2 xa xb : ℝ}
    (h1 : HasDerivAt G1 g1 xa) (h2 : HasDerivAt G2 g2 xb) :
    EqualPotentials G1 G2 xa xb ↔
      ∀ y, G1 xa + g1 * (y - xa) = G2 xb + g2 * (y - xb) := by
  have e1 := potentials_line_eq_tangent h1
  have e2 := potentials_line_eq_tangent h2
  constructor
  · rintro ⟨hA, hB⟩ y
    linear_combination e2 y - e1 y + (1 - y) * hA + y * hB
  · intro h
    -- read off the intercepts at pure A and pure B
    constructor
    · linear_combination e1 0 - e2 0 + h 0
    · linear_combination e1 1 - e2 1 + h 1

/-- If the Gibbs energy of two phases is at a local minimum under transfer of A and under
transfer of B between them, both chemical potentials agree. -/
theorem equalPotentials_of_isLocalMin {G1 G2 : ℝ → ℝ} {a1 b1 a2 b2 : ℝ}
    (hn1 : a1 + b1 ≠ 0) (hn2 : a2 + b2 ≠ 0)
    (hG1 : DifferentiableAt ℝ G1 (b1 / (a1 + b1)))
    (hG2 : DifferentiableAt ℝ G2 (b2 / (a2 + b2)))
    (hA : IsLocalMin (fun s => totalGibbs G1 (a1 - s) b1 + totalGibbs G2 (a2 + s) b2) 0)
    (hB : IsLocalMin (fun s => totalGibbs G1 a1 (b1 - s) + totalGibbs G2 a2 (b2 + s)) 0) :
    EqualPotentials G1 G2 (b1 / (a1 + b1)) (b2 / (a2 + b2)) := by
  have hm : ∀ c : ℝ, HasDerivAt (fun s : ℝ => c - s) (-1) 0 :=
    fun c => (hasDerivAt_id' (0 : ℝ)).const_sub c
  have hp : ∀ c : ℝ, HasDerivAt (fun s : ℝ => c + s) 1 0 :=
    fun c => (hasDerivAt_id' (0 : ℝ)).const_add c
  have hc : ∀ c : ℝ, HasDerivAt (fun _ : ℝ => c) 0 0 :=
    fun c => hasDerivAt_const (0 : ℝ) c
  constructor
  · -- transfer of A
    have d1 := hasDerivAt_totalGibbs (G := G1) (hm a1) (hc b1)
      (by simpa only [sub_zero] using hn1) (by simpa only [sub_zero] using hG1)
    have d2 := hasDerivAt_totalGibbs (G := G2) (hp a2) (hc b2)
      (by simpa only [add_zero] using hn2) (by simpa only [add_zero] using hG2)
    have h := hA.hasDerivAt_eq_zero (d1.fun_add d2)
    simp only [sub_zero, add_zero] at h
    linarith
  · -- transfer of B
    have d1 := hasDerivAt_totalGibbs (G := G1) (hc a1) (hm b1)
      (by simpa only [sub_zero] using hn1) (by simpa only [sub_zero] using hG1)
    have d2 := hasDerivAt_totalGibbs (G := G2) (hc a2) (hp b2)
      (by simpa only [add_zero] using hn2) (by simpa only [add_zero] using hG2)
    have h := hB.hasDerivAt_eq_zero (d1.fun_add d2)
    simp only [sub_zero, add_zero] at h
    linarith

/-- Where the molar Gibbs energy is convex, the line through the chemical potentials at `x`
lies below the curve. -/
theorem potentials_line_le {G : ℝ → ℝ} {S : Set ℝ} {x y : ℝ} (hc : ConvexOn ℝ S G)
    (hx : x ∈ S) (hy : y ∈ S) (hG : DifferentiableAt ℝ G x) :
    (1 - y) * muA G x + y * muB G x ≤ G y := by
  rw [potentials_line_eq_tangent hG.hasDerivAt y]
  rcases lt_trichotomy x y with h | h | h
  · have hs := hc.le_slope_of_hasDerivAt hx hy h hG.hasDerivAt
    rw [slope_def_field, le_div_iff₀ (sub_pos.mpr h)] at hs
    linarith
  · subst h
    simp
  · have hs := hc.slope_le_of_hasDerivAt hy hx h hG.hasDerivAt
    rw [slope_def_field, div_le_iff₀ (sub_pos.mpr h)] at hs
    linarith

/-- For convex phases with equal chemical potentials at `xa` and `xb`, the split into these
compositions has a molar Gibbs energy no larger than any split with phase fraction `f` in
`[0, 1]` and the same overall composition. -/
theorem common_tangent_minimises {G1 G2 : ℝ → ℝ} {S1 S2 : Set ℝ} {xa xb y1 y2 f0 f : ℝ}
    (hc1 : ConvexOn ℝ S1 G1) (hc2 : ConvexOn ℝ S2 G2)
    (hxa : xa ∈ S1) (hxb : xb ∈ S2) (hy1 : y1 ∈ S1) (hy2 : y2 ∈ S2)
    (hG1 : DifferentiableAt ℝ G1 xa) (hG2 : DifferentiableAt ℝ G2 xb)
    (heq : EqualPotentials G1 G2 xa xb) (hf0 : 0 ≤ f) (hf1 : f ≤ 1)
    (hbal : (1 - f) * y1 + f * y2 = (1 - f0) * xa + f0 * xb) :
    (1 - f0) * G1 xa + f0 * G2 xb ≤ (1 - f) * G1 y1 + f * G2 y2 := by
  obtain ⟨hA, hB⟩ := heq
  -- the common line lies below both curves
  have h1 := potentials_line_le hc1 hxa hy1 hG1
  have h2 := potentials_line_le hc2 hxb hy2 hG2
  -- and touches them at xa and xb
  have e1 := potentials_line_eq_tangent hG1.hasDerivAt xa
  have e2 := potentials_line_eq_tangent hG2.hasDerivAt xb
  rw [← hA, ← hB] at h2 e2
  have p1 := mul_le_mul_of_nonneg_left h1 (sub_nonneg.mpr hf1)
  have p2 := mul_le_mul_of_nonneg_left h2 hf0
  -- mass balance: both splits give the same point on the line
  have lever : (1 - f0) * G1 xa + f0 * G2 xb =
      (1 - f) * ((1 - y1) * muA G1 xa + y1 * muB G1 xa) +
        f * ((1 - y2) * muA G1 xa + y2 * muB G1 xa) := by
    linear_combination (muA G1 xa - muB G1 xa) * hbal - (1 - f0) * e1 - f0 * e2
  rw [lever]
  exact add_le_add p1 p2

/-- For a molar Gibbs energy symmetric under exchange of A and B, the chemical potentials at
`x` and `1 - x` agree exactly when the slope at `x` vanishes. -/
theorem equalPotentials_symmetric_iff {G : ℝ → ℝ} {g x : ℝ}
    (hsym : ∀ y, G (1 - y) = G y) (h : HasDerivAt G g x) :
    EqualPotentials G G x (1 - x) ↔ g = 0 := by
  -- the slope at the mirror composition is -g
  have h0 : HasDerivAt G g (1 - (1 - x)) := by rwa [sub_sub_cancel]
  have hm : HasDerivAt (fun y : ℝ => 1 - y) (-1) (1 - x) :=
    (hasDerivAt_id' (1 - x)).const_sub 1
  have h1 : HasDerivAt (G ∘ fun y : ℝ => 1 - y) (g * -1) (1 - x) :=
    HasDerivAt.comp (1 - x) h0 hm
  have hf : (G ∘ fun y : ℝ => 1 - y) = G := funext hsym
  rw [hf] at h1
  unfold EqualPotentials muA muB
  rw [h.deriv, h1.deriv, hsym x]
  constructor
  · rintro ⟨hA, hB⟩
    linear_combination (1 / 2) * hB - (1 / 2) * hA
  · intro hg
    rw [hg]
    constructor <;> ring

/-- In a regular solution the chemical potentials at `x` and `1 - x` agree exactly when
`RT ln (x / (1 - x)) = Ω (2 x - 1)`. -/
theorem equalPotentials_regularSolution_iff (Ω RT : ℝ) {x : ℝ} (hx0 : 0 < x) (hx1 : x < 1) :
    EqualPotentials (regularSolution Ω RT) (regularSolution Ω RT) x (1 - x) ↔
      RT * Real.log (x / (1 - x)) = Ω * (2 * x - 1) := by
  have h0 : x ≠ 0 := hx0.ne'
  have h1 : 1 - x ≠ 0 := (sub_pos.mpr hx1).ne'
  have hsym : ∀ y, regularSolution Ω RT (1 - y) = regularSolution Ω RT y := by
    intro y
    unfold regularSolution
    rw [sub_sub_cancel]
    ring
  have i : HasDerivAt (fun y : ℝ => y) 1 x := hasDerivAt_id' x
  have m : HasDerivAt (fun y : ℝ => 1 - y) (-1) x := i.const_sub 1
  have l1 : HasDerivAt Real.log x⁻¹ x := Real.hasDerivAt_log h0
  have l2 : HasDerivAt (fun y : ℝ => Real.log (1 - y)) (-1 / (1 - x)) x := m.log h1
  have d := ((i.fun_mul m).const_mul Ω).fun_add
    (((i.fun_mul l1).fun_add (m.fun_mul l2)).const_mul RT)
  have e1 : x * x⁻¹ = 1 := mul_inv_cancel₀ h0
  have e2 : (1 - x) * (-1 / (1 - x)) = -1 := by
    rw [neg_div, mul_neg, mul_one_div_cancel h1]
  have key : Ω * (1 * (1 - x) + x * -1) +
      RT * (1 * Real.log x + x * x⁻¹ + (-1 * Real.log (1 - x) + (1 - x) * (-1 / (1 - x)))) =
      Ω * (1 - 2 * x) + RT * (Real.log x - Real.log (1 - x)) := by
    linear_combination RT * e1 + RT * e2
  -- slope of the regular-solution curve
  have hd : HasDerivAt (regularSolution Ω RT)
      (Ω * (1 - 2 * x) + RT * (Real.log x - Real.log (1 - x))) x := d.congr_deriv key
  rw [equalPotentials_symmetric_iff hsym hd, Real.log_div h0 h1]
  constructor
  · intro h
    linear_combination h
  · intro h
    linear_combination h

/-- The model phases centred at `1/4` and `3/4` are convex, have slope one at their centres,
and have equal chemical potentials there. -/
theorem common_tangent_witness :
    ConvexOn ℝ univ (wellPhase (1 / 4)) ∧ ConvexOn ℝ univ (wellPhase (3 / 4)) ∧
      HasDerivAt (wellPhase (1 / 4)) 1 (1 / 4) ∧ HasDerivAt (wellPhase (3 / 4)) 1 (3 / 4) ∧
      EqualPotentials (wellPhase (1 / 4)) (wellPhase (3 / 4)) (1 / 4) (3 / 4) := by
  have hd : ∀ c : ℝ, HasDerivAt (wellPhase c) 1 c := by
    intro c
    have d := (((hasDerivAt_id' c).sub_const c).fun_pow 2).fun_add (hasDerivAt_id' c)
    exact d.congr_deriv (by simp)
  have hc : ∀ c : ℝ, ConvexOn ℝ univ (wellPhase c) := by
    intro c
    refine ⟨convex_univ, fun x _ y _ a b ha hb hab => ?_⟩
    simp only [wellPhase, smul_eq_mul]
    obtain rfl : b = 1 - a := by linarith
    nlinarith [mul_nonneg (mul_nonneg ha hb) (sq_nonneg (x - y))]
  refine ⟨hc _, hc _, hd _, hd _, ?_⟩
  refine (equalPotentials_iff_common_tangent (hd _) (hd _) (by norm_num)).mpr ⟨rfl, ?_⟩
  unfold wellPhase
  norm_num

end

end CommonTangent
```

```lean
#print axioms CommonTangent.equalPotentials_iff_common_tangent
#print axioms CommonTangent.equalPotentials_of_isLocalMin
#print axioms CommonTangent.common_tangent_minimises
#print axioms CommonTangent.equalPotentials_regularSolution_iff
```

```
'CommonTangent.equalPotentials_iff_common_tangent' depends on axioms: [propext, Classical.choice, Quot.sound]
'CommonTangent.equalPotentials_of_isLocalMin' depends on axioms: [propext, Classical.choice, Quot.sound]
'CommonTangent.common_tangent_minimises' depends on axioms: [propext, Classical.choice, Quot.sound]
'CommonTangent.equalPotentials_regularSolution_iff' depends on axioms: [propext, Classical.choice, Quot.sound]
```

## What the theorems assume about the two phases

A phase is a function `G : ℝ → ℝ` of the mole fraction of B. `muA` and `muB` are the formulas above, written with `deriv`, and `EqualPotentials` demands both equalities. `totalGibbs` is the energy of given amounts of A and B.

In `equalPotentials_iff_common_tangent`, `HasDerivAt G1 g1 xa` says that phase 1 has slope `g1` at `xa`, `h2` says the same for phase 2, and `hne` says that the compositions differ. Nothing confines them to [0, 1]; that restriction comes from the physics. The equivalence itself needs no convexity and says nothing about stability.

`equalPotentials_of_isLocalMin` assumes that each curve is differentiable at its phase's composition and that the energy has local minima under transfers in both directions, so it describes phases that contain both components. In `common_tangent_minimises`, convexity is assumed on sets `S1` and `S2`, and only competing compositions `y1` in `S1` and `y2` in `S2` are compared. A regular solution with Ω > 2RT is not convex on all of (0, 1), so for its miscibility gap the theorem compares only compositions on the convex parts of the curve around `xa` and `xb`. The hypothesis `hbal` is the mass balance. The reference fraction `f0` is unrestricted, but a physical split has it in [0, 1].

The regular-solution theorem holds for 0 < x < 1. It includes the trivial solution x = 1/2, where both "phases" are the same, and it does not establish that other solutions exist or that they are stable.

Interfacial energy, elastic strain and further components are absent. Within this binary bulk model at fixed temperature and pressure, the equivalence lets free-energy curves obtained from electronic-structure calculations be converted into candidate coexistence compositions, provided that both curves are measured from the same reference states of A and B.

## From the chain rule to the lever rule in Lean

`hasDerivAt_totalGibbs` lets the amounts vary along a path, differentiates the mole fraction with the quotient rule, and applies the chain and product rules. Its `key` identity collects the coefficients of the two rates, which are the chemical potentials. `potentials_line_eq_tangent` is the intercept calculation.

In the main proof, `linear_combination hB - hA` subtracts the two potential equations to equate the slopes. `eq_div_iff` clears the chord's denominator, and the remaining linear combinations are the substitutions made by hand. `equalPotentials_iff_same_line` evaluates the tangent at 0 and 1 to recover the potentials.

The equilibrium theorem applies the rate formula to each transfer and sets the derivative at the minimum to zero. `potentials_line_le` treats y to the right of x, equal to x and to the left of x separately, comparing secant and tangent slopes. In `common_tangent_minimises`, the equation `lever` expresses the straightness of L together with mass balance, and the two weighted inequalities are then added.

`equalPotentials_symmetric_iff` differentiates the reflection y ↦ 1 − y, and the regular-solution theorem supplies the explicit slope. `common_tangent_witness` exhibits two convex parabolas with a common tangent of slope one at 1/4 and 3/4, where muA = 0 and muB = 1 in both phases.

## Two parabolas that touch a line from below

Without convexity, a common tangent need not give the lowest energy. As a purely mathematical example, since a homogeneous phase with a strictly concave curve would be unstable, take

G1(x) = −(x − 1/4)²

G2(x) = −(x − 3/4)²

The horizontal line at zero touches both curves, at 1/4 and 3/4, so all the chemical potentials there are zero. An equal split into these compositions has energy 0 and overall composition 1/2. Putting both phases at composition 1/2 instead gives −1/16, which is lower.
